# The s-wave Sommerfeld factor of an electron in a repulsive Coulomb field vanishes at threshold faster than any power of the wave number

For an s-wave electron in the field of a fixed charge Z, in atomic units, the file defines the Sommerfeld factor at wave number k as S(k) = (2πZ/k)/(1 − exp(−2πZ/k)). The theorem `sommerfeld_repulsive` takes a repulsive charge, Z < 0, and states that S(k)/kⁿ tends to 0 as k tends to 0 from above, for every natural number n. The proof sets c = −2πZ and y = c/k, so that y grows without bound at threshold, and rewrites the quotient as yⁿ⁺¹e^(−y)/(1 − e^(−y)), divided by the constant cⁿ. The limit then follows because e^(−y) tends to 0 and outweighs any power of y.

This version doesn't compile in Lean 4 with Mathlib:

```lean
import Mathlib

open Filter Topology MeasureTheory

namespace SommerfeldRepulsive

noncomputable section

/-- Sommerfeld factor of an s-wave electron in the field of a charge `Z` (atomic units),
for `k > 0` and `Z ≠ 0`; positive `Z` attracts the electron. -/
def sommerfeld (Z k : ℝ) : ℝ :=
  (2 * Real.pi * Z / k) / (1 - Real.exp (-(2 * Real.pi * Z / k)))

/-- A positive constant divided by the wave number grows without bound at threshold. -/
theorem coupling_tendsto {c : ℝ} (hc : 0 < c) :
    Tendsto (fun k : ℝ => c / k) (𝓝[>] 0) atTop := by
  simp only [div_eq_mul_inv]
  exact tendsto_inv_nhdsGT_zero.const_mul_atTop hc

/-- For a repulsive charge `Z < 0`, the Sommerfeld factor vanishes at threshold faster
than any power of the wave number. -/
theorem sommerfeld_repulsive {Z : ℝ} (hZ : Z < 0) (n : ℕ) :
    Tendsto (fun k => sommerfeld Z k / k ^ n) (𝓝[>] 0) (𝓝 0) := by
  obtain ⟨c, hcdef⟩ : ∃ c, c = -(2 * Real.pi * Z) := ⟨_, rfl⟩
  have hc : 0 < c := by rw [hcdef]; nlinarith [Real.pi_pos]
  have hy := coupling_tendsto hc
  have h1 := (Real.tendsto_pow_mul_exp_neg_atTop_nhds_zero (n + 1)).comp hy
  have h2 := Real.tendsto_exp_neg_atTop_nhds_zero.comp hy
  have h := (h1.div ((tendsto_const_nhds (x := (1 : ℝ))).sub h2)
    (by norm_num)).div_const (c ^ n)
  rw [zero_div, zero_div] at h
  refine h.congr' ?_
  filter_upwards [self_mem_nhdsWithin] with k hk
  have hk0 : 0 < k := hk
  obtain ⟨y, hyk⟩ : ∃ y, y = c / k := ⟨_, rfl⟩
  have hypos : 0 < y := by rw [hyk]; positivity
  show (c / k) ^ (n + 1) * Real.exp (-(c / k)) / (1 - Real.exp (-(c / k))) / c ^ n
    = sommerfeld Z k / k ^ n
  have hZy : 2 * Real.pi * Z / k = -y := by rw [hyk, hcdef]; ring
  have hkn : 1 / k ^ n = y ^ n / c ^ n := by
    rw [hyk, div_pow]
    field_simp
  have hE : Real.exp y * Real.exp (-y) = 1 := by rw [← Real.exp_add]; simp
  have hp : 1 - Real.exp y ≠ 0 := (sub_neg.mpr (Real.one_lt_exp_iff.mpr hypos)).ne
  have hm : 1 - Real.exp (-y) ≠ 0 :=
    (sub_pos.mpr (Real.exp_lt_one (neg_lt_zero.mpr hypos))).ne'
  -- rewrite the factor through the decaying exponential
  have hS : sommerfeld Z k = y * Real.exp (-y) / (1 - Real.exp (-y)) := by
    unfold sommerfeld
    rw [hZy, neg_neg, div_eq_div_iff hp hm]
    linear_combination y * hE
  rw [← hyk, hS, div_eq_mul_one_div _ (k ^ n), hkn]
  ring

end

end SommerfeldRepulsive
```

Compiling this gives:

```
Main.lean:46:18: error(lean.unknownIdentifier): Unknown constant `Real.exp_lt_one`
```

The message says that Lean knows no constant called `Real.exp_lt_one`. The name is used in the proof of `hm`, the fact that 1 − e^(−y) is not zero, which is needed later to clear that denominator. The step itself is sound: y is positive, so −y is negative, so e^(−y) < 1 and the difference is positive. Only the lemma cited for the middle inference is missing under that name.

The repair cites `Real.exp_lt_one_iff` instead, which says that the exponential of a real number is less than 1 if and only if the number is negative. As this is an equivalence and not an implication, it can't be applied directly to the proof that −y < 0; `.mpr` selects the direction from the sign of the exponent to the bound on the exponential. The line above already uses `Real.one_lt_exp_iff.mpr` in the same way for e^y. The rest of the proof is unchanged.

The repair, with which the file compiles:

```diff
@@ -44,5 +44,5 @@
   have hp : 1 - Real.exp y ≠ 0 := (sub_neg.mpr (Real.one_lt_exp_iff.mpr hypos)).ne
   have hm : 1 - Real.exp (-y) ≠ 0 :=
-    (sub_pos.mpr (Real.exp_lt_one (neg_lt_zero.mpr hypos))).ne'
+    (sub_pos.mpr (Real.exp_lt_one_iff.mpr (neg_lt_zero.mpr hypos))).ne'
   -- rewrite the factor through the decaying exponential
   have hS : sommerfeld Z k = y * Real.exp (-y) / (1 - Real.exp (-y)) := by
```
